# If $G$ is a generalised inverse of $P+Q$, then $2PGQ$ is the projector onto the orbitals common to the orbital projectors $P$ and $Q$

## Density matrices, occupied spaces and the matrix $2PGQ$

The one-particle space is finite-dimensional, with an orthonormal basis of spin orbitals labelled by a finite type `n`. Operators are complex matrices of type `Matrix n n ℂ`, and orbitals are coefficient vectors of type `n → ℂ`. The dagger in $A^\dagger$ denotes the conjugate transpose, written `ᴴ` in the code. The product of two matrices is `*`, and a matrix acts on a vector through `*ᵥ`.

```lean
import Mathlib

open Matrix
open scoped ComplexOrder

namespace CommonOrbitalProjector

noncomputable section

variable {n : Type*} [Fintype n] [DecidableEq n]
```

A single Slater determinant has a one-particle density matrix $P$ whose occupations are all zero or one. In an orthonormal basis this means

$$P^\dagger = P, \qquad P^2 = P .$$

The structure `IsOrbitalProjector` records these two properties. It does not fix the number of electrons, so two such matrices may have different ranks.

```lean
/-- A one-particle density matrix with occupations zero and one: a Hermitian idempotent matrix. -/
structure IsOrbitalProjector (P : Matrix n n ℂ) : Prop where
  herm : P.IsHermitian
  idem : P * P = P
```

The occupied space of $P$ is its range, the set of all vectors $Py$. It is a subspace and not a list of orbitals: a unitary rotation among the occupied orbitals leaves it unchanged.

```lean
/-- The space of occupied orbitals of a density matrix, that is, its range. -/
def occupiedSpace (P : Matrix n n ℂ) : Submodule ℂ (n → ℂ) :=
  LinearMap.range P.mulVecLin
```

For three matrices $P$, $Q$ and $G$, define

$$R = 2\,P\,G\,Q .$$

The definition places no condition on $G$. The theorems below require $G$ to be a generalised inverse of the total density $S = P+Q$, which means

$$S\,G\,S = S .$$

If $S$ is invertible, the only such $G$ is $S^{-1}$. The weaker condition also admits orbitals that are empty in both determinants. These are annihilated by $S$ and make it singular.

```lean
/-- The matrix `2 P G Q` formed from three given matrices. -/
def commonProjector (P Q G : Matrix n n ℂ) : Matrix n n ℂ :=
  (2 : ℂ) • (P * G * Q)
```

A projector acts as the identity on its range. If $x = Py$, then $Px = P^2y = Py = x$. Conversely, $Px = x$ exhibits $x$ as an element of the range. Only idempotency is used. The lemma turns statements about occupied spaces into equations between vectors.

```lean
variable {P Q G : Matrix n n ℂ}

omit [DecidableEq n] in
/-- For an idempotent matrix `P`, a vector is in the range of `P` exactly when `P` leaves it
unchanged. -/
theorem mem_occupiedSpace_iff (hP : P * P = P) (x : n → ℂ) :
    x ∈ occupiedSpace P ↔ P *ᵥ x = x := by
  constructor
  · rintro ⟨y, rfl⟩
    rw [Matrix.mulVecLin_apply, Matrix.mulVec_mulVec, hP]
  · intro h
    exact ⟨x, h⟩
```

## What the total density annihilates, each density annihilates

Suppose $SM = 0$ for some matrix $M$, and put $X = PM$. Then $QM = -X$. Any orbital projector $A$ satisfies

$$(AM)^\dagger(AM) = M^\dagger A^\dagger A M = M^\dagger (AM).$$

Taking $A = P$ and then $A = Q$ gives

$$X^\dagger X = M^\dagger X, \qquad X^\dagger X = (-X)^\dagger(-X) = -M^\dagger X .$$

Half the sum of the two equations is $X^\dagger X = 0$. The diagonal entries of $X^\dagger X$ are the squared norms of the columns of $X$, so $X = 0$ and $PM = 0$.

In the code, `gram` is this identity for a general projector (called `R` there, not to be confused with the matrix $R = 2PGQ$), `h1` and `h2` are its two instances, and `linear_combination` takes half their sum.

```lean
/-- Whatever the total density `P + Q` annihilates is already annihilated by `P`. -/
theorem mul_eq_zero_of_sum_mul_eq_zero (hP : IsOrbitalProjector P) (hQ : IsOrbitalProjector Q)
    {M : Matrix n n ℂ} (h : (P + Q) * M = 0) : P * M = 0 := by
  have hX : Q * M = -(P * M) := by
    rw [add_mul] at h
    exact eq_neg_of_add_eq_zero_right h
  have gram : ∀ R : Matrix n n ℂ, IsOrbitalProjector R →
      (R * M)ᴴ * (R * M) = Mᴴ * (R * M) := by
    intro R hR
    rw [Matrix.conjTranspose_mul, hR.herm.eq, Matrix.mul_assoc, ← Matrix.mul_assoc R R M, hR.idem]
  -- the Gram matrix of `P M` equals its own negative
  have h1 := gram P hP
  have h2 := gram Q hQ
  rw [hX, Matrix.conjTranspose_neg, neg_mul_neg, mul_neg] at h2
  apply Matrix.conjTranspose_mul_self_eq_zero.mp
  linear_combination (norm := module) (1 / 2 : ℂ) • h1 + (1 / 2 : ℂ) • h2
```

## A generalised inverse acts as a true inverse next to $P$

Choose $M = 1 - GS$. The defining property of $G$ gives $SM = S - SGS = 0$. By the previous step $PM = 0$, which reads

$$P\,G\,S = P .$$

```lean
/-- A generalised inverse `G` of the total density acts as a true inverse next to `P`:
`P G (P + Q) = P`. -/
theorem mul_inverse_mul_sum (hP : IsOrbitalProjector P) (hQ : IsOrbitalProjector Q)
    (hG : (P + Q) * G * (P + Q) = P + Q) : P * G * (P + Q) = P := by
  have h : (P + Q) * (1 - G * (P + Q)) = 0 := by
    rw [mul_sub, mul_one, ← mul_assoc, hG, sub_self]
  have h' := mul_eq_zero_of_sum_mul_eq_zero hP hQ h
  rw [mul_sub, mul_one, ← mul_assoc] at h'
  exact (sub_eq_zero.mp h').symm
```

The mirror-image relation, with $P$ on the right, follows by taking adjoints. A generalised inverse need not be Hermitian, so its adjoint must first be shown to be admissible. Since $S^\dagger = S$, the adjoint of $SGS = S$ is

$$S\,G^\dagger S = S .$$

```lean
omit [DecidableEq n] in
/-- The adjoint of a generalised inverse of the total density is again a generalised inverse. -/
theorem adjoint_inverse (hP : IsOrbitalProjector P) (hQ : IsOrbitalProjector Q)
    (hG : (P + Q) * G * (P + Q) = P + Q) : (P + Q) * Gᴴ * (P + Q) = P + Q := by
  have h := congrArg Matrix.conjTranspose hG
  rwa [Matrix.conjTranspose_mul, Matrix.conjTranspose_mul, (hP.herm.add hQ.herm).eq,
    ← Matrix.mul_assoc] at h
```

The previous relation therefore holds for $G^\dagger$ as well: $PG^\dagger S = P$. Its adjoint is $SGP = P$. Written out, the two relations are

$$PGP + PGQ = P, \qquad PGP + QGP = P,$$

and their difference is the exchange rule

$$P\,G\,Q = Q\,G\,P .$$

In the code, `a` and `b` are these two relations, and the last line subtracts them.

```lean
/-- The two density matrices can be exchanged: `P G Q = Q G P`. -/
theorem exchange (hP : IsOrbitalProjector P) (hQ : IsOrbitalProjector Q)
    (hG : (P + Q) * G * (P + Q) = P + Q) : P * G * Q = Q * G * P := by
  have a := mul_inverse_mul_sum hP hQ hG
  have b := congrArg Matrix.conjTranspose (mul_inverse_mul_sum hP hQ (adjoint_inverse hP hQ hG))
  rw [Matrix.conjTranspose_mul, Matrix.conjTranspose_mul, (hP.herm.add hQ.herm).eq,
    hP.herm.eq, Matrix.conjTranspose_conjTranspose, ← Matrix.mul_assoc] at b
  linear_combination (norm := noncomm_ring) a - b
```

## Two properties of $R$

The relation $PGP + PGQ = P$ lets one of the two copies of $PGQ$ in $R$ be replaced by $P - PGP$:

$$R = PGQ + P - PGP = P + P\,G\,(Q-P).$$

The correction to $P$ vanishes on every vector on which $P$ and $Q$ agree.

```lean
/-- The common projector is `P` plus a correction that contains the difference `Q - P`. -/
theorem commonProjector_eq (hP : IsOrbitalProjector P) (hQ : IsOrbitalProjector Q)
    (hG : (P + Q) * G * (P + Q) = P + Q) :
    commonProjector P Q G = P + P * G * (Q - P) := by
  have a := mul_inverse_mul_sum hP hQ hG
  rw [mul_add] at a
  rw [commonProjector, mul_sub]
  linear_combination (norm := module) a
```

Multiplying $R$ from the left by $P$ changes nothing, because $P^2 = P$. For $Q$, the exchange rule is applied first:

$$PR = 2P^2GQ = R, \qquad QR = 2Q^2GP = 2QGP = R .$$

Every column of $R$ therefore lies in both occupied spaces.

```lean
/-- For orbital projectors `P`, `Q` and a generalised inverse `G` of `P + Q`, multiplying `2 P G Q`
from the left by `P` or by `Q` leaves it unchanged. -/
theorem mul_commonProjector (hP : IsOrbitalProjector P) (hQ : IsOrbitalProjector Q)
    (hG : (P + Q) * G * (P + Q) = P + Q) :
    P * commonProjector P Q G = commonProjector P Q G ∧
      Q * commonProjector P Q G = commonProjector P Q G := by
  constructor
  · rw [commonProjector, mul_smul_comm, ← mul_assoc, ← mul_assoc, hP.idem]
  · rw [commonProjector, exchange hP hQ hG, mul_smul_comm, ← mul_assoc, ← mul_assoc, hQ.idem]
```

## $R$ is the orthogonal projector onto the intersection

The main theorem takes two orbital projectors and a matrix $G$ with $SGS = S$. It concludes that $R$ is itself Hermitian and idempotent, and that its range is the intersection of the two occupied spaces, written `⊓` for submodules. A vector in this intersection is a combination of the occupied orbitals of either determinant, even if it appears in neither list of orbitals.

**Idempotency.** If $PM = M$ and $QM = M$, the second form of $R$ gives

$$RM = PM + PG(QM - PM) = M .$$

This is `hfix`. Taking $M = R$, which both projectors leave unchanged, yields $R^2 = R$.

**Hermiticity.** By the exchange rule for $G^\dagger$,

$$R^\dagger = 2\,Q\,G^\dagger P = 2\,P\,G^\dagger Q .$$

So $R^\dagger$ is the matrix built in the same way from $G^\dagger$, as `hadj` states. Both $P$ and $Q$ leave it unchanged, and `hfix` with $M = R^\dagger$ gives $RR^\dagger = R^\dagger$. The left side is Hermitian, hence so is the right side, and $R = R^\dagger$.

**Range.** If $Rx = x$, then $Px = PRx = Rx = x$, and likewise $Qx = x$. Conversely, if $Px = x$ and $Qx = x$, then

$$Rx = Px + PG(Qx - Px) = x .$$

The last part of the code carries out these two directions after `mem_occupiedSpace_iff` has replaced each membership by a fixed-point equation.

```lean
/-- For orbital projectors `P`, `Q` and any generalised inverse `G` of `P + Q`, the matrix `2 P G Q`
is Hermitian and idempotent, and its range consists of the orbitals occupied in both. -/
theorem commonProjector_spec (hP : IsOrbitalProjector P) (hQ : IsOrbitalProjector Q)
    (hG : (P + Q) * G * (P + Q) = P + Q) :
    IsOrbitalProjector (commonProjector P Q G) ∧
      occupiedSpace (commonProjector P Q G) = occupiedSpace P ⊓ occupiedSpace Q := by
  have hfix : ∀ M : Matrix n n ℂ, P * M = M → Q * M = M → commonProjector P Q G * M = M := by
    intro M h1 h2
    rw [commonProjector_eq hP hQ hG, add_mul, mul_assoc (P * G), sub_mul, h1, h2, sub_self,
      mul_zero, add_zero]
  obtain ⟨hPR, hQR⟩ := mul_commonProjector hP hQ hG
  have hidem := hfix _ hPR hQR
  -- the adjoint is the common projector built with the adjoint inverse
  have hG' := adjoint_inverse hP hQ hG
  have hadj : (commonProjector P Q G)ᴴ = commonProjector P Q Gᴴ := by
    rw [commonProjector, commonProjector, exchange hP hQ hG']
    simp [Matrix.conjTranspose_smul, Matrix.conjTranspose_mul, hP.herm.eq, hQ.herm.eq,
      Matrix.mul_assoc]
  obtain ⟨h1, h2⟩ := mul_commonProjector hP hQ hG'
  have hR := hfix _ h1 h2
  rw [← hadj] at hR
  have hherm : (commonProjector P Q G)ᴴ = commonProjector P Q G := by
    have h := congrArg Matrix.conjTranspose hR
    rw [Matrix.conjTranspose_mul, Matrix.conjTranspose_conjTranspose] at h
    exact hR.symm.trans h
  refine ⟨⟨hherm, hidem⟩, ?_⟩
  ext x
  rw [Submodule.mem_inf, mem_occupiedSpace_iff hidem, mem_occupiedSpace_iff hP.idem,
    mem_occupiedSpace_iff hQ.idem]
  constructor
  · intro hx
    constructor
    · rw [← hx, Matrix.mulVec_mulVec, hPR]
    · rw [← hx, Matrix.mulVec_mulVec, hQR]
  · rintro ⟨hx, hy⟩
    rw [commonProjector_eq hP hQ hG, Matrix.add_mulVec, ← Matrix.mulVec_mulVec,
      Matrix.sub_mulVec, hx, hy, sub_self, Matrix.mulVec_zero, add_zero]
```

A Hermitian idempotent matrix is determined by its range, so different choices of $G$ give the same $R$; this consequence is not proved in Lean here.

## The case of an invertible total density

If $S$ is invertible, then $SS^{-1}S = S$, and the main theorem applies with $G = S^{-1}$:

$$R = 2\,P\,(P+Q)^{-1}Q .$$

Invertibility means physically that no orbital is empty in both determinants. The hypothesis is `IsUnit (P + Q)`. It is needed in the formal statement because Mathlib assigns the value zero to the inverse of a singular matrix.

```lean
/-- For orbital projectors `P`, `Q` with `P + Q` invertible, the matrix `2 P (P + Q)⁻¹ Q` is
Hermitian and idempotent, and its range is the intersection of the two occupied spaces. -/
theorem commonProjector_of_isUnit (hP : IsOrbitalProjector P) (hQ : IsOrbitalProjector Q)
    (h : IsUnit (P + Q)) :
    IsOrbitalProjector ((2 : ℂ) • (P * (P + Q)⁻¹ * Q)) ∧
      occupiedSpace ((2 : ℂ) • (P * (P + Q)⁻¹ * Q)) = occupiedSpace P ⊓ occupiedSpace Q := by
  apply commonProjector_spec hP hQ
  rw [Matrix.mul_nonsing_inv _ ((Matrix.isUnit_iff_isUnit_det _).mp h), one_mul]
```

## Four orbitals and two densities that do not commute

Let $\varphi_0,\dots,\varphi_3$ be four orthonormal orbitals, numbered from zero as in `Fin 4`. The first determinant occupies $\varphi_0$ and $\varphi_1$.

```lean
/-- Density matrix of the first two of four orbitals. -/
def exP : Matrix (Fin 4) (Fin 4) ℂ := !![1, 0, 0, 0; 0, 1, 0, 0; 0, 0, 0, 0; 0, 0, 0, 0]
```

The second occupies $\varphi_0$ and the normalised combination $(\varphi_1+\varphi_2)/\sqrt2$.

```lean
/-- Density matrix of the first orbital and the normalised sum of the second and third. -/
def exQ : Matrix (Fin 4) (Fin 4) ℂ :=
  !![1, 0, 0, 0; 0, 1/2, 1/2, 0; 0, 1/2, 1/2, 0; 0, 0, 0, 0]
```

The orbital $\varphi_3$ is empty in both, so $S$ is singular. On $\varphi_0$ the total density equals $2$, with inverse $1/2$. On the span of $\varphi_1$ and $\varphi_2$ the block and its inverse are

$$\begin{pmatrix} 3/2 & 1/2\\ 1/2 & 1/2\end{pmatrix}^{-1} = \begin{pmatrix} 1 & -1\\ -1 & 3\end{pmatrix}.$$

Filling the remaining entries with zeros gives a generalised inverse.

```lean
/-- A generalised inverse of `exP + exQ`. -/
def exG : Matrix (Fin 4) (Fin 4) ℂ := !![1/2, 0, 0, 0; 0, 1, -1, 0; 0, -1, 3, 0; 0, 0, 0, 0]
```

Multiplication by hand gives $R = \mathrm{diag}(1,0,0,0)$: the two determinants share $\varphi_0$ and nothing else. The plain product $PQ$ would not serve here. Its entry in row 1 and column 2 is $1/2$, while the same entry of $QP$ is $0$, so $PQ$ is not Hermitian. The theorem below checks entry by entry that the three matrices satisfy the hypotheses, and uses this one entry to show that the densities do not commute.

```lean
/-- The matrices `exP`, `exQ`, `exG` meet the hypotheses of the main theorem, and the two density
matrices do not commute. -/
theorem commonProjector_witness :
    IsOrbitalProjector exP ∧ IsOrbitalProjector exQ ∧
      (exP + exQ) * exG * (exP + exQ) = exP + exQ ∧ exP * exQ ≠ exQ * exP := by
  refine ⟨⟨Matrix.IsHermitian.ext fun i j => ?_, ?_⟩,
    ⟨Matrix.IsHermitian.ext fun i j => ?_, ?_⟩, ?_, ?_⟩
  · fin_cases i <;> fin_cases j <;> simp [exP]
  · ext i j
    fin_cases i <;> fin_cases j <;> simp [exP, Matrix.mul_apply, Fin.sum_univ_four]
  · fin_cases i <;> fin_cases j <;> simp [exQ]
  · ext i j
    fin_cases i <;> fin_cases j <;>
      simp [exQ, Matrix.mul_apply, Fin.sum_univ_four] <;> norm_num
  · ext i j
    fin_cases i <;> fin_cases j <;>
      simp [exP, exQ, exG, Matrix.mul_apply, Fin.sum_univ_four] <;> norm_num
  · intro h
    have h12 := congrFun (congrFun h 1) 2
    simp [exP, exQ, Matrix.mul_apply, Fin.sum_univ_four] at h12

end

end CommonOrbitalProjector
```

```lean
#print axioms CommonOrbitalProjector.commonProjector_spec
#print axioms CommonOrbitalProjector.commonProjector_of_isUnit
```

```
'CommonOrbitalProjector.commonProjector_spec' depends on axioms: [propext, Classical.choice, Quot.sound]
'CommonOrbitalProjector.commonProjector_of_isUnit' depends on axioms: [propext, Classical.choice, Quot.sound]
```

## Fractional occupations and oblique projectors

Idempotency is essential. With a single orbital, let the occupations be $P = 1$ and $Q = 1/2$. Both are Hermitian and their sum is invertible, but

$$2\cdot 1\cdot\frac{1}{3/2}\cdot\frac12 = \frac23,$$

which is not idempotent. Fractional occupations of this kind arise from thermal smearing or from correlated wavefunctions.

Hermiticity is essential too. Take

$$P = \begin{pmatrix}1&0\\0&1\end{pmatrix}, \qquad Q = \begin{pmatrix}1&1\\0&0\end{pmatrix}.$$

Here $Q^2 = Q$ and $(1+Q)^{-1} = 1 - Q/2$, so $2P(P+Q)^{-1}Q = 2Q - Q = Q$. The result is idempotent and has the correct range, but it is not Hermitian.

## Comparing two determinants numerically

In electronic structure, the formula extracts the spin orbitals shared by two single determinants, for example a reference determinant and one obtained from it by replacing some of its occupied orbitals. When the orbitals of two states are optimised separately, they relax, and the two determinants may then have no orbital exactly in common even if their occupied spaces are close. The theorem applies as stated when both are expressed in the same finite orthonormal basis. With nonorthogonal atomic orbitals of overlap matrix $O$, the density matrix $D$ of a determinant satisfies $DOD = D$ and is in general not idempotent. The theorem can then be applied to the transformed matrices $O^{1/2} D\, O^{1/2}$.

A basis usually contains more functions than the two determinants have occupied orbitals together. Then $P+Q$ is singular and the pseudoinverse takes the place of the inverse. In NumPy, after importing `pinv` from `numpy.linalg`, the matrix is `2 * P @ pinv(P + Q) @ Q`. Its trace is the number of common orbitals.

The pseudoinverse needs a cutoff below which eigenvalues count as zero. Suppose that an occupied orbital of one determinant and an occupied orbital of the other have overlap $\cos\theta$ with $0<\theta\le\pi/2$, and that each is orthogonal to all remaining occupied orbitals of both determinants. Such a pair contributes the eigenvalues $1 \pm \cos\theta$ to $P+Q$. For small $\theta$ the lower one is about $\theta^2/2$. If it falls below the cutoff, the pair is counted as a common orbital although the two orbitals differ slightly. An absolute cutoff of $10^{-10}$ merges pairs with $\theta$ below about $1.4\times10^{-5}$. The argument `rcond` of NumPy's `pinv` is instead relative to the largest singular value.
